# The point-dipole interaction of two equal dipoles along their separation is −2(qa)²/R³

Two point dipoles in three-dimensional space have the same moment, `q • a • u`, and are separated by `R • u`, where `u` is a unit vector and `R` is positive. The lemma states that their interaction, given by the usual point-dipole formula with the Coulomb prefactor set to one, equals −2(qa)²/R³. The numbers `q` and `a` may be any reals. The attempt first shows that the displacement has length `R`, then unfolds the formula, reduces the inner products with `simp only`, and leaves the remaining algebra to `field_simp` and `ring`.

As first written in Lean, the proof fails:

```lean
import Mathlib

open scoped InnerProductSpace

namespace PointCouplingCollinear

noncomputable section

/-- Three-dimensional physical space. -/
abbrev Space := EuclideanSpace ℝ (Fin 3)

/-- Interaction of point dipoles with moments `p₁` and `p₂` at displacement `r ≠ 0`. -/
def pointCoupling (p₁ p₂ r : Space) : ℝ :=
  inner ℝ p₁ p₂ / ‖r‖ ^ 3 - 3 * inner ℝ p₁ r * inner ℝ p₂ r / ‖r‖ ^ 5

/-- For equal dipole moments `q a` along the displacement, the point-dipole
interaction at distance `R > 0` is `-2 (q a)² / R³`. -/
theorem pointCoupling_collinear (q a : ℝ) {R : ℝ} {u : Space}
    (hu : ‖u‖ = 1) (hR : 0 < R) :
    pointCoupling (q • a • u) (q • a • u) (R • u) = -2 * (q * a) ^ 2 / R ^ 3 := by
  have hn : ‖R • u‖ = R := by
    rw [norm_smul, hu, mul_one, Real.norm_eq_abs, abs_of_pos hR]
  unfold pointCoupling
  rw [hn]
  simp only [real_inner_smul_left, real_inner_smul_right,
    real_inner_self_eq_norm_sq, hu]
  field_simp
  ring

end

end PointCouplingCollinear
```

Lean reports:

```
Try this:
  [apply] ring_nf
  
  The `ring` tactic failed to close the goal. Use `ring_nf` to obtain a normal form.
    
  Note that `ring` works primarily in *commutative* rings. If you have a noncommutative ring, abelian group or module, consider using `noncomm_ring`, `abel` or `module` instead.
Main.lean:20:80: error: unsolved goals
q a R : ℝ
u : Space
hu : ‖u‖ = 1
hR : 0 < R
hn : ‖R • u‖ = R
⊢ ‖q • a • u‖ ^ 2 - q ^ 2 * a ^ 2 * 3 = -(q ^ 2 * a ^ 2 * 2)
```

As a diff, the version that Lean accepts:

```diff
@@ -24,5 +24,5 @@
   rw [hn]
   simp only [real_inner_smul_left, real_inner_smul_right,
-    real_inner_self_eq_norm_sq, hu]
+    real_inner_self_eq_norm_sq, norm_smul, Real.norm_eq_abs, mul_pow, sq_abs, hu]
   field_simp
   ring
```

The error is the goal left over after `ring` failed to close it; the "Try this" message reports that same failure. The goal is true, since ‖q • a • u‖² equals q²a², but `ring` treats the norm as an opaque quantity and can't use that fact.

The norm comes from the first term of the formula, the inner product of the dipole moment with itself. There `simp only` applied `real_inner_self_eq_norm_sq` to the whole vector `q • a • u` before the scalars had been pulled out. The lemmas for scalars in inner products no longer applied, and `hu` gives only the norm of `u`.

The repair adds lemmas that evaluate this norm. `norm_smul` splits it into ‖q‖, ‖a‖ and ‖u‖, and `Real.norm_eq_abs` turns the norms of the real numbers into absolute values. `mul_pow` distributes the square over the product, and `sq_abs` removes the absolute values under the squares. With `hu` replacing ‖u‖ by 1, only ordinary algebra remains, which `field_simp` and `ring` finish.
